# A ferromagnetic Ising ring of at least three sites is frozen under zero-temperature Kawasaki exchange exactly when every domain has length at least two

Let $s_i=+1$ or $-1$ say which of two atomic species occupies site $i$ of a ring of $N$ sites, with indices read modulo $N$. Kawasaki dynamics exchanges unlike nearest neighbours and so conserves composition. The question is which arrangements can no longer change at zero temperature, where a move is accepted only if its energy change satisfies $\Delta E\le 0$.

```lean
import Mathlib

open Finset

namespace KawasakiRing

noncomputable section

variable {N : ℕ} [NeZero N]
```

Sites are elements of `ZMod N`, which makes the ring periodic. Spins are elements of `ℤˣ`, the invertible integers $\pm1$, and `val` turns them into real numbers.

```lean
/-- The numerical value, `1` or `-1`, of an Ising spin. -/
def val (u : ℤˣ) : ℝ := ((u : ℤ) : ℝ)
```

The energy counts each bond once, by its left end:
$$E(s)=-J\sum_i s_i s_{i+1}.$$
The coupling $J$ measures the preference for like neighbours; $J>0$ describes an alloy that tends to phase-separate.

```lean
/-- The energy `-J ∑ s_i s_(i+1)` of a configuration on a ring of `N` sites. -/
def energy (J : ℝ) (s : ZMod N → ℤˣ) : ℝ :=
  -J * ∑ i, val (s i) * val (s (i + 1))
```

A move swaps the contents of sites $i$ and $i+1$.

```lean
/-- The Kawasaki move: the spins on the sites `i` and `i + 1` are exchanged. -/
def exchange (s : ZMod N → ℤˣ) (i : ZMod N) : ZMod N → ℤˣ :=
  fun k => s (Equiv.swap i (i + 1) k)
```

A domain is a maximal run of equal spins. For $N\ge2$, all domains have length at least two exactly when every spin agrees with at least one neighbour; a uniform ring qualifies.

```lean
/-- No spin differs from both its neighbours. On a ring of at least two sites this says that every
domain has length at least two. -/
def DomainsAtLeastTwo (s : ZMod N → ℤˣ) : Prop :=
  ∀ i, s i = s (i - 1) ∨ s i = s (i + 1)
```

Frozen means that every unlike exchange has $\Delta E>0$. Moves at equal energy therefore count as possible, and a uniform ring is frozen because it has no unlike pair.

```lean
/-- A configuration is frozen at zero temperature if every exchange of unlike nearest
neighbours strictly raises the energy. -/
def Frozen (J : ℝ) (s : ZMod N → ℤˣ) : Prop :=
  ∀ i, s i ≠ s (i + 1) → energy J s < energy J (exchange s i)
```

The number of walls $W$ is the number of unlike bonds.

```lean
/-- The number of domain walls, that is, of bonds joining unlike spins. -/
def walls (s : ZMod N → ℤˣ) : ℕ := (univ.filter fun i => s i ≠ s (i + 1)).card
```

Two facts about signs are used throughout: a spin is $\pm1$, and unlike spins are negatives of each other.

```lean
/-- A spin has the value `1` or `-1`. -/
theorem val_cases (u : ℤˣ) : val u = 1 ∨ val u = -1 := by
  rcases Int.units_eq_one_or u with h | h <;> simp [h, val]

/-- Unlike spins have opposite values. -/
theorem val_of_ne {u v : ℤˣ} (h : u ≠ v) : val v = -val u := by
  rcases Int.units_eq_one_or u with hu | hu <;>
    rcases Int.units_eq_one_or v with hv | hv <;> subst hu <;> subst hv <;>
    first | exact absurd rfl h | simp [val]
```

## The energy of one exchange

Only bonds touching sites $i$ and $i+1$ can change. Their products sum to

- before: $s_{i-1}s_i+s_is_{i+1}+s_{i+1}s_{i+2}$,
- after: $s_{i-1}s_{i+1}+s_{i+1}s_i+s_is_{i+2}$.

Subtracting and multiplying by $-J$ gives
$$\Delta E=J\,(s_{i-1}-s_{i+2})(s_i-s_{i+1}).$$

The condition $N\ge3$ makes $1$ and $2$ nonzero modulo $N$, so the three bonds are distinct and the outer sites stay put. In the proof, `Finset.sum_subset` reduces the sum over the ring to these bonds, and `ring` does the factorisation.

```lean
/-- On a ring of at least three sites, exchanging the spins at `i` and `i + 1` changes the
energy by `J (s_(i-1) - s_(i+2)) (s_i - s_(i+1))`. -/
theorem exchange_energy (hN : 3 ≤ N) (J : ℝ) (s : ZMod N → ℤˣ) (i : ZMod N) :
    energy J (exchange s i) - energy J s =
      J * (val (s (i - 1)) - val (s (i + 2))) * (val (s i) - val (s (i + 1))) := by
  -- the sites involved are distinct
  have hz : ∀ k : ℕ, 0 < k → k < 3 → (k : ZMod N) ≠ 0 := by
    intro k hk hk3 h
    have := Nat.le_of_dvd hk ((CharP.cast_eq_zero_iff (ZMod N) N k).1 h)
    omega
  have h1 : (1 : ZMod N) ≠ 0 := by exact_mod_cast hz 1 (by norm_num) (by norm_num)
  have h2 : (2 : ZMod N) ≠ 0 := by exact_mod_cast hz 2 (by norm_num) (by norm_num)
  have a1 : i - 1 ≠ i := fun h => h1 (by linear_combination (-1 : ZMod N) * h)
  have a2 : i - 1 ≠ i + 1 := fun h => h2 (by linear_combination (-1 : ZMod N) * h)
  have a3 : i ≠ i + 1 := fun h => h1 (by linear_combination (-1 : ZMod N) * h)
  have a4 : i + 2 ≠ i := fun h => h2 (by linear_combination h)
  have a5 : i + 2 ≠ i + 1 := fun h => h1 (by linear_combination h)
  have x0 : exchange s i (i - 1) = s (i - 1) :=
    congrArg s (Equiv.swap_apply_of_ne_of_ne a1 a2)
  have x1 : exchange s i i = s (i + 1) := congrArg s (Equiv.swap_apply_left _ _)
  have x2 : exchange s i (i + 1) = s i := congrArg s (Equiv.swap_apply_right _ _)
  have x3 : exchange s i (i + 2) = s (i + 2) :=
    congrArg s (Equiv.swap_apply_of_ne_of_ne a4 a5)
  have m1 : i - 1 ∉ ({i, i + 1} : Finset (ZMod N)) := by
    simp only [mem_insert, mem_singleton, not_or]
    exact ⟨a1, a2⟩
  have m2 : i ∉ ({i + 1} : Finset (ZMod N)) := by
    simp only [mem_singleton]
    exact a3
  have e2 : i + 1 + 1 = i + 2 := by ring
  -- only the three bonds touching the exchanged pair contribute
  have key : ∑ k, (val (exchange s i k) * val (exchange s i (k + 1))
      - val (s k) * val (s (k + 1))) =
      (val (s (i - 1)) - val (s (i + 2))) * (val (s (i + 1)) - val (s i)) := by
    rw [← Finset.sum_subset (subset_univ ({i - 1, i, i + 1} : Finset (ZMod N)))]
    · rw [sum_insert m1, sum_insert m2, sum_singleton, sub_add_cancel, e2, x0, x1, x2, x3]
      ring
    · intro k _ hk
      simp only [mem_insert, mem_singleton, not_or] at hk
      obtain ⟨k1, k2, k3⟩ := hk
      have y1 : exchange s i k = s k := congrArg s (Equiv.swap_apply_of_ne_of_ne k2 k3)
      have y2 : exchange s i (k + 1) = s (k + 1) :=
        congrArg s (Equiv.swap_apply_of_ne_of_ne
          (fun h => k1 (eq_sub_of_add_eq h)) (fun h => k2 (add_right_cancel h)))
      rw [y1, y2, sub_self]
  rw [Finset.sum_sub_distrib] at key
  unfold energy
  linear_combination (-J) * key
```

## Without isolated spins, every unlike exchange costs 4J

If no neighbours were unlike, then $s_0=s_1=s_2=\cdots$ around the ring, and only one species would occur. The proof is this induction, run by contradiction.

```lean
/-- If both species occur on the ring, some nearest neighbours are unlike. -/
theorem exists_wall (s : ZMod N → ℤˣ) (hup : ∃ a, s a = 1) (hdown : ∃ b, s b = -1) :
    ∃ i, s i ≠ s (i + 1) := by
  by_contra h
  have h' : ∀ i, s i = s (i + 1) := fun i => by_contra fun hi => h ⟨i, hi⟩
  -- without a wall the spin is constant around the ring
  have hc : ∀ n : ℕ, s (n : ZMod N) = s 0 := by
    intro n
    induction n with
    | zero => rw [Nat.cast_zero]
    | succ n ih => rw [Nat.cast_succ, ← h', ih]
  have hall : ∀ a, s a = s 0 := by
    intro a
    have := hc a.val
    rwa [ZMod.natCast_zmod_val] at this
  obtain ⟨a, ha⟩ := hup
  obtain ⟨b, hb⟩ := hdown
  have hab : (1 : ℤˣ) = -1 := ha.symm.trans ((hall a).trans ((hall b).symm.trans hb))
  exact absurd hab (by decide)
```

Now suppose that every domain has length at least two, and take an unlike pair $s_i=\sigma$, $s_{i+1}=-\sigma$. Since neither spin is isolated, $s_{i-1}=\sigma$ and $s_{i+2}=-\sigma$, hence
$$\Delta E=J(2\sigma)(2\sigma)=4J.$$

The theorem states both that such a pair exists and that each one has this cost, for any real $J$; the cost is a rise when $J>0$. The hypotheses `hup` and `hdown` say that both species occur. Together with the domain condition they are first satisfiable at $N=4$. In the proof, `hl` and `hr` are the two equalities for the outer spins.

```lean
/-- On a ring of at least three sites where both species occur and every domain has length at
least two, unlike nearest neighbours exist and each exchange of them costs exactly `4J`. -/
theorem exchange_costs_four_J (hN : 3 ≤ N) (J : ℝ) (s : ZMod N → ℤˣ)
    (hup : ∃ a, s a = 1) (hdown : ∃ b, s b = -1) (hd : DomainsAtLeastTwo s) :
    (∃ i, s i ≠ s (i + 1)) ∧
      ∀ i, s i ≠ s (i + 1) → energy J (exchange s i) - energy J s = 4 * J := by
  refine ⟨exists_wall s hup hdown, fun i hi => ?_⟩
  have hl : s i = s (i - 1) := (hd i).resolve_right hi
  have hr : s (i + 1) = s (i + 2) := by
    have h := hd (i + 1)
    rw [add_sub_cancel_right, show i + 1 + 1 = i + 2 by ring] at h
    exact h.resolve_left (Ne.symm hi)
  rw [exchange_energy hN, ← hl, ← hr, val_of_ne hi]
  rcases val_cases (s i) with h | h <;> rw [h] <;> ring
```

## Isolated spins are mobile

Conversely, suppose $s_i=\sigma$ is isolated, so $s_{i\pm1}=-\sigma$. Exchanging it with its right neighbour gives
$$\Delta E=-2J(1+\sigma s_{i+2}),$$
which is $0$ or $-4J$. For $J>0$ the move is allowed, and the configuration is not frozen. The other direction is the $4J$ result, with the unlike pair itself supplying both species.

```lean
/-- For `J > 0` and at least three sites, a configuration is frozen at zero temperature if and
only if every domain has length at least two. -/
theorem frozen_iff (hN : 3 ≤ N) {J : ℝ} (hJ : 0 < J) (s : ZMod N → ℤˣ) :
    Frozen J s ↔ DomainsAtLeastTwo s := by
  constructor
  · intro hf i
    by_contra h
    obtain ⟨hl, hr⟩ := not_or.mp h
    -- an isolated spin can move to the right without energy cost
    have hlt := hf i hr
    have e := exchange_energy hN J s i
    rw [val_of_ne hl, val_of_ne hr] at e
    rcases val_cases (s i) with hx | hx <;>
      rcases val_cases (s (i + 2)) with hy | hy <;> rw [hx, hy] at e <;> linarith
  · intro hd i hi
    -- the unlike pair itself shows that both species occur
    have hb : (∃ a, s a = 1) ∧ ∃ b, s b = -1 := by
      rcases Int.units_eq_one_or (s i) with h | h <;>
        rcases Int.units_eq_one_or (s (i + 1)) with h' | h'
      · exact absurd (h.trans h'.symm) hi
      · exact ⟨⟨i, h⟩, ⟨i + 1, h'⟩⟩
      · exact ⟨⟨i + 1, h'⟩, ⟨i, h⟩⟩
      · exact absurd (h.trans h'.symm) hi
    have := (exchange_costs_four_J hN J s hb.1 hb.2 hd).2 i hi
    linarith
```

## Frozen states with many domains

Each bond product is $1$ for like and $-1$ for unlike spins, so $\sum_i s_is_{i+1}=N-2W$ and
$$E=-J(N-2W).$$
An exchange costing $4J$ thus creates two walls.

```lean
/-- The energy is fixed by the number of domain walls: it equals `-J (N - 2 walls)`. -/
theorem energy_eq_walls (J : ℝ) (s : ZMod N → ℤˣ) :
    energy J s = -J * ((N : ℝ) - 2 * (walls s : ℝ)) := by
  have hb : ∀ i, val (s i) * val (s (i + 1)) =
      1 - 2 * (if s i ≠ s (i + 1) then (1 : ℝ) else 0) := by
    intro i
    by_cases h : s i = s (i + 1)
    · rw [if_neg (not_not.mpr h), ← h]
      rcases val_cases (s i) with hx | hx <;> rw [hx] <;> norm_num
    · rw [if_pos h, val_of_ne h]
      rcases val_cases (s i) with hx | hx <;> rw [hx] <;> norm_num
  unfold energy walls
  rw [Finset.sum_congr rfl fun i _ => hb i, Finset.sum_sub_distrib, ← Finset.mul_sum,
    Finset.sum_boole, Finset.sum_const, Finset.card_univ, ZMod.card, nsmul_eq_mul, mul_one]
```

Repeat $++--$ around a ring of $4m$ sites, $m\ge1$. In Lean, `striped` reduces the site index modulo $4$ and looks up `block`.

```lean
/-- The pattern `+ + - -` on four sites. -/
def block (k : ZMod 4) : ℤˣ := if k = 0 ∨ k = 1 then 1 else -1

/-- For `m ≥ 1`, the pattern `+ + - -` repeated `m` times around a ring of `4m` sites. -/
def striped (m : ℕ) (i : ZMod (4 * m)) : ℤˣ :=
  block (ZMod.castHom (Dvd.intro m rfl : 4 ∣ 4 * m) (ZMod 4) i)
```

Every spin has a like neighbour, so the pattern is frozen; `decide` checks the four cases. Also $s_{i+2}=-s_i$, so consecutive bond products are opposite. Shifting the sum by one site changes its sign but not its value, so it vanishes. Then $4m-2W=0$ and $W=2m$.

```lean
/-- For `J > 0`, the pattern `+ + - -` repeated around a nonempty ring of `4m` sites is frozen
at zero temperature and has `2m` domain walls. -/
theorem striped_frozen (m : ℕ) [NeZero (4 * m)] {J : ℝ} (hJ : 0 < J) :
    Frozen J (striped m) ∧ walls (striped m) = 2 * m := by
  have hm : 4 * m ≠ 0 := NeZero.ne (4 * m)
  constructor
  · refine (frozen_iff (by omega) hJ _).2 fun i => ?_
    have h : ∀ k : ZMod 4, block k = block (k - 1) ∨ block k = block (k + 1) := by decide
    simp only [striped, map_sub, map_add, map_one]
    exact h _
  · have h : ∀ k : ZMod 4, block (k + 1 + 1) = -block k := by decide
    have hs : ∀ i, striped m (i + 1 + 1) = -striped m i := by
      intro i
      simp only [striped, map_add, map_one]
      exact h _
    -- satisfied and broken bonds alternate, so the bond sum is its own negative
    have hshift := Equiv.sum_comp (Equiv.addRight (1 : ZMod (4 * m)))
      (fun i => val (striped m i) * val (striped m (i + 1)))
    have hneg : ∀ i, val (striped m (i + 1)) * val (striped m (i + 1 + 1)) =
        -(val (striped m i) * val (striped m (i + 1))) := by
      intro i
      have hv : val (-striped m i) = -val (striped m i) := by simp [val]
      rw [hs, hv]
      ring
    simp only [Equiv.coe_addRight, hneg, Finset.sum_neg_distrib] at hshift
    have he := energy_eq_walls 1 (striped m)
    unfold energy at he
    push_cast at he
    have hw : (walls (striped m) : ℝ) = 2 * (m : ℝ) := by linarith
    exact_mod_cast hw

end

end KawasakiRing
```

```lean
#print axioms KawasakiRing.frozen_iff
-- 'KawasakiRing.frozen_iff' depends on axioms: [propext, Classical.choice, Quot.sound]
#print axioms KawasakiRing.striped_frozen
-- 'KawasakiRing.striped_frozen' depends on axioms: [propext, Classical.choice, Quot.sound]
```

For Monte Carlo simulation of this one-dimensional nearest-neighbour model with $J>0$, a zero-temperature quench by Kawasaki swaps can therefore stop in a state with arbitrarily many domains, given a long enough ring. Applying this to a real alloy requires the further assumption that its atoms move by such direct swaps along a chain with this energy.
